# The shifted-force cutoff of a convex, differentiable pair potential is differentiable, convex, nonnegative and nonincreasing

A molecular dynamics code with a cutoff $c$ skips every pair farther apart than $c$. When a pair crosses that distance, its energy and force should reach zero without a jump. The shifted-force potential arranges this by subtracting from the pair potential $V$ its tangent line at $c$:

$$
W(r)=\begin{cases}V(r)-V(c)-(r-c)\,V'(c), & r<c,\\ 0, & r\ge c.\end{cases}
$$

If $V$ is convex and differentiable on $r>0$ and $c>0$, then $W$ has the four properties in the title on $r>0$, and

$$
W'(r)=V'(\min(r,c))-V'(c).
$$

## Pair forces near the cutoff

The force routine should return $-W'(r)=V'(c)-V'(r)$ inside the cutoff and zero outside. It is then consistent with the energy routine at every $r>0$, including $r=c$. For a single radial coordinate and a convex $V$, the truncated force is never attractive and never grows with distance. The price is that every force inside the cutoff is changed by the constant $V'(c)$.

For the Coulomb repulsion $1/r$, with its prefactor set to one,

$$
W(r)=\frac1r-\frac1c+\frac{r-c}{c^2}=\frac{(c-r)^2}{rc^2}\qquad(0<r<c).
$$

The last form avoids subtracting nearly equal energies close to the cutoff.

## Secant slopes, monotonicity and convexity

Let $m=V'(c)$, and let $W_g$ be the truncated potential with a general slope $g$ in place of $V'(c)$. For every $r>0$,

$$
W_g(r)=V(p)-V(c)-(p-c)g,\qquad p=\min(r,c),
$$

because the right side vanishes when $p=c$.

**Secant bound.** Suppose $m\le g$ and $0<x<y<c$. Secant slopes of a convex function increase, and those ending at $c$ stay below the tangent slope there:

$$
\frac{V(y)-V(x)}{y-x}\le\frac{V(c)-V(y)}{c-y}\le m\le g.
$$

For $y=c$ the tangent bound applies directly, and $x=y$ is trivial. Hence $V(y)-V(x)\le(y-x)g$ whenever $0<x\le y\le c$.

**Monotonicity and sign.** For $0<r\le s$, put $x=\min(r,c)$ and $y=\min(s,c)$. Then

$$
W_g(s)-W_g(r)=V(y)-V(x)-(y-x)g\le0.
$$

Comparing $r$ with $\max(r,c)$, where $W_g$ vanishes, gives $W_g(r)\ge0$.

**Convexity.** Take $x,y>0$ and $a,b\ge0$ with $a+b=1$. Set $p=\min(x,c)$, $q=\min(y,c)$, $u=ap+bq$ and $w=\min(ax+by,c)$. Since $u\le ax+by$ and $u\le c$, we have $u\le w\le c$. The secant bound, followed by convexity of $V$, gives

$$
\begin{aligned}
W_g(ax+by)&=V(w)-V(c)-(w-c)g\\
&\le V(u)-V(c)-(u-c)g\\
&\le aV(p)+bV(q)-V(c)-(u-c)g\\
&=aW_g(x)+bW_g(y).
\end{aligned}
$$

**The slope condition is sharp.** Conversely, let $W_g$ be convex and $0<r<c$. The cutoff is the midpoint of $r$ and $2c-r$, so

$$
0=W_g(c)\le\tfrac12W_g(r)+\tfrac12W_g(2c-r)=\tfrac12W_g(r).
$$

Thus $V(r)-V(c)\ge(r-c)g$. Dividing by $r-c<0$ gives $(V(r)-V(c))/(r-c)\le g$, and letting $r\to c$ from below gives $m\le g$. So $W_g$ is convex exactly when $V'(c)\le g$.

**Differentiability.** For $g=V'(c)$, the derivative is $V'(r)-V'(c)$ inside and zero outside. At $c$ the left derivative is $V'(c)-V'(c)=0$, which matches the right one.

## Lean source for the truncated potential

```lean
import Mathlib

open Set Filter Topology

namespace ShiftedForceConvexity

noncomputable section

/-- The pair potential `V` truncated at the cutoff `c`: inside, its value at `c` and a linear
term of slope `g` are subtracted; outside, it is zero. -/
def linearCutoff (V : ℝ → ℝ) (c g r : ℝ) : ℝ :=
  if r < c then V r - V c - (r - c) * g else 0

/-- The truncated potential at distance `r` is the inner expression evaluated at the smaller of
`r` and the cutoff. -/
theorem linearCutoff_eq_min (V : ℝ → ℝ) (c g r : ℝ) :
    linearCutoff V c g r = V (min r c) - V c - (min r c - c) * g := by
  unfold linearCutoff
  split_ifs with h
  · rw [min_eq_left h.le]
  · rw [min_eq_right (not_lt.mp h)]
    ring

/-- The truncated potential vanishes at and beyond the cutoff. -/
theorem linearCutoff_outside (V : ℝ → ℝ) {c r : ℝ} (g : ℝ) (h : c ≤ r) :
    linearCutoff V c g r = 0 := by
  rw [linearCutoff_eq_min, min_eq_right h]
  ring

/-- For a convex potential, the increase between two distances inside the cutoff is at most
their separation times any slope `g` not smaller than the derivative at the cutoff. -/
theorem secant_le {V : ℝ → ℝ} {c m g x y : ℝ} (hV : ConvexOn ℝ (Ioi 0) V)
    (hm : HasDerivAt V m c) (hg : m ≤ g) (hx : 0 < x) (hxy : x ≤ y) (hyc : y ≤ c) :
    V y - V x ≤ (y - x) * g := by
  have hy : 0 < y := lt_of_lt_of_le hx hxy
  have hc : 0 < c := lt_of_lt_of_le hy hyc
  rcases hxy.eq_or_lt with h | hlt
  · rw [h]
    simp
  have key : (V y - V x) / (y - x) ≤ g := by
    rcases hyc.eq_or_lt with h | hlt'
    · have h2 := hV.slope_le_of_hasDerivAt (mem_Ioi.mpr hx) (mem_Ioi.mpr hc)
        (lt_of_lt_of_le hlt hyc) hm
      rw [slope_def_field] at h2
      rw [h]
      exact h2.trans hg
    · -- secant slopes of a convex function increase up to the tangent slope at the cutoff
      have h1 := hV.slope_mono_adjacent (mem_Ioi.mpr hx) (mem_Ioi.mpr hc) hlt hlt'
      have h2 := hV.slope_le_of_hasDerivAt (mem_Ioi.mpr hy) (mem_Ioi.mpr hc) hlt' hm
      rw [slope_def_field] at h2
      exact h1.trans (h2.trans hg)
  rw [div_le_iff₀ (sub_pos.mpr hlt)] at key
  linarith

/-- If the subtracted slope is at least the derivative of the convex potential at the cutoff,
the truncated potential is nonincreasing on `r > 0`. -/
theorem linearCutoff_antitoneOn {V : ℝ → ℝ} {c m g : ℝ} (hV : ConvexOn ℝ (Ioi 0) V)
    (hc : 0 < c) (hm : HasDerivAt V m c) (hg : m ≤ g) :
    AntitoneOn (linearCutoff V c g) (Ioi 0) := by
  intro x hx y _ hxy
  rw [linearCutoff_eq_min, linearCutoff_eq_min]
  have h := secant_le hV hm hg (lt_min (mem_Ioi.mp hx) hc)
    (min_le_min_right c hxy) (min_le_right y c)
  linarith

/-- The truncated potential of a convex `V` is convex on `r > 0` exactly when the subtracted
slope is at least the derivative of `V` at the cutoff. -/
theorem linearCutoff_convexOn_iff {V : ℝ → ℝ} {c m g : ℝ} (hV : ConvexOn ℝ (Ioi 0) V)
    (hc : 0 < c) (hm : HasDerivAt V m c) :
    ConvexOn ℝ (Ioi 0) (linearCutoff V c g) ↔ m ≤ g := by
  constructor
  · intro h
    have hlim : Tendsto (slope V c) (𝓝[<] c) (𝓝 m) :=
      (hasDerivWithinAt_iff_tendsto_slope' (by simp)).mp (hm.hasDerivWithinAt (s := Iio c))
    refine le_of_tendsto hlim ?_
    filter_upwards [Ioo_mem_nhdsLT hc] with r hr
    obtain ⟨hr0, hrc⟩ := hr
    -- the cutoff is the midpoint of `r` and its mirror image, where the potential vanishes
    have hmid := h.2 (mem_Ioi.mpr hr0) (mem_Ioi.mpr (by linarith : (0 : ℝ) < 2 * c - r))
      (by norm_num : (0 : ℝ) ≤ 1 / 2) (by norm_num : (0 : ℝ) ≤ 1 / 2) (by norm_num)
    have e : (1 / 2 : ℝ) • r + (1 / 2 : ℝ) • (2 * c - r) = c := by
      simp only [smul_eq_mul]
      ring
    rw [e, linearCutoff_outside V g le_rfl,
      linearCutoff_outside V g (by linarith : c ≤ 2 * c - r),
      linearCutoff_eq_min, min_eq_left hrc.le] at hmid
    simp only [smul_eq_mul] at hmid
    rw [slope_def_field, div_le_iff_of_neg (by linarith)]
    linarith
  · intro hg
    refine ⟨convex_Ioi 0, fun x hx y hy a b ha hb hab => ?_⟩
    have hp : min x c ∈ Ioi (0 : ℝ) := lt_min (mem_Ioi.mp hx) hc
    have hq : min y c ∈ Ioi (0 : ℝ) := lt_min (mem_Ioi.mp hy) hc
    have hu := (convex_Ioi (0 : ℝ)) hp hq ha hb hab
    have hconv := hV.2 hp hq ha hb hab
    simp only [smul_eq_mul, mem_Ioi] at hu hconv ⊢
    -- concavity of `r ↦ min r c`
    have hmin : a * min x c + b * min y c ≤ min (a * x + b * y) c := by
      apply le_min
      · exact add_le_add (mul_le_mul_of_nonneg_left (min_le_left x c) ha)
          (mul_le_mul_of_nonneg_left (min_le_left y c) hb)
      · have h1 := mul_le_mul_of_nonneg_left (min_le_right x c) ha
        have h2 := mul_le_mul_of_nonneg_left (min_le_right y c) hb
        have h3 : a * c + b * c = c := by rw [← add_mul, hab, one_mul]
        linarith
    have hsec := secant_le hV hm hg hu hmin (min_le_right _ c)
    rw [linearCutoff_eq_min, linearCutoff_eq_min, linearCutoff_eq_min]
    have e : a * (V (min x c) - V c - (min x c - c) * g)
        + b * (V (min y c) - V c - (min y c - c) * g)
        = a * V (min x c) + b * V (min y c) - V c
          - (a * min x c + b * min y c - c) * g := by
      linear_combination (c * g - V c) * hab
    rw [e]
    linarith

/-- The shifted-force potential of a convex differentiable `V` is differentiable on `r > 0`, with
derivative `V'(min(r,c)) - V'(c)`, and is convex, nonnegative and nonincreasing there. -/
theorem shiftedForce_regular {V V' : ℝ → ℝ} {c : ℝ} (hV : ConvexOn ℝ (Ioi 0) V)
    (hd : ∀ r, 0 < r → HasDerivAt V (V' r) r) (hc : 0 < c) :
    (∀ r, 0 < r → HasDerivAt (linearCutoff V c (V' c)) (V' (min r c) - V' c) r) ∧
    ConvexOn ℝ (Ioi 0) (linearCutoff V c (V' c)) ∧
    (∀ r, 0 < r → 0 ≤ linearCutoff V c (V' c) r) ∧
    AntitoneOn (linearCutoff V c (V' c)) (Ioi 0) := by
  have hanti := linearCutoff_antitoneOn hV hc (hd c hc) le_rfl
  refine ⟨fun r hr => ?_, (linearCutoff_convexOn_iff hV hc (hd c hc)).mpr le_rfl,
    fun r hr => ?_, hanti⟩
  · have hW : HasDerivAt (fun x => V x - V c - (x - c) * V' c) (V' r - V' c) r :=
      (((hd r hr).sub_const (V c)).fun_sub
        (((hasDerivAt_id' r).sub_const c).mul_const (V' c))).congr_deriv (by ring)
    have hin : ∀ x, x ≤ c → linearCutoff V c (V' c) x = V x - V c - (x - c) * V' c := by
      intro x hx
      rw [linearCutoff_eq_min, min_eq_left hx]
    rcases lt_trichotomy r c with h | h | h
    · rw [min_eq_left h.le]
      apply hW.congr_of_eventuallyEq
      filter_upwards [Iio_mem_nhds h] with x hx
      exact hin x (le_of_lt hx)
    · -- at the cutoff both one-sided derivatives are zero
      subst h
      rw [min_self, sub_self]
      rw [sub_self] at hW
      have hl : HasDerivWithinAt (linearCutoff V r (V' r)) 0 (Iic r) r :=
        hW.hasDerivWithinAt.congr (fun x hx => hin x hx) (hin r le_rfl)
      have hr' : HasDerivWithinAt (linearCutoff V r (V' r)) 0 (Ici r) r :=
        (hasDerivAt_const r (0 : ℝ)).hasDerivWithinAt.congr
          (fun x hx => linearCutoff_outside V _ hx) (linearCutoff_outside V _ le_rfl)
      have hu := hl.union hr'
      rwa [Iic_union_Ici, hasDerivWithinAt_univ] at hu
    · rw [min_eq_right h.le, sub_self]
      apply (hasDerivAt_const r (0 : ℝ)).congr_of_eventuallyEq
      filter_upwards [Ioi_mem_nhds h] with x hx
      exact linearCutoff_outside V _ (le_of_lt hx)
  · have h := hanti (mem_Ioi.mpr hr) (mem_Ioi.mpr (lt_max_of_lt_left hr)) (le_max_left r c)
    rwa [linearCutoff_outside V _ (le_max_right r c)] at h

/-- For the Coulomb repulsion `1/r`, the shifted-force potential is convex on `r > 0` and equals
`(c - r)² / (r c²)` inside the cutoff. -/
theorem coulomb_shiftedForce {c : ℝ} (hc : 0 < c) :
    ConvexOn ℝ (Ioi 0) (linearCutoff (fun r => r⁻¹) c (-(c ^ 2)⁻¹)) ∧
    ∀ r, 0 < r → r < c →
      linearCutoff (fun r => r⁻¹) c (-(c ^ 2)⁻¹) r = (c - r) ^ 2 / (r * c ^ 2) := by
  have hconv : ConvexOn ℝ (Ioi 0) (fun r : ℝ => r⁻¹) := by
    simpa only [zpow_neg_one] using (convexOn_zpow (𝕜 := ℝ) (-1))
  refine ⟨(linearCutoff_convexOn_iff hconv hc (hasDerivAt_inv hc.ne')).mpr le_rfl, ?_⟩
  intro r hr hrc
  have hr0 : r ≠ 0 := hr.ne'
  have hc0 : c ≠ 0 := hc.ne'
  rw [linearCutoff_eq_min, min_eq_left hrc.le]
  field_simp
  try ring

end

end ShiftedForceConvexity
```

```lean
#print axioms ShiftedForceConvexity.shiftedForce_regular
#print axioms ShiftedForceConvexity.coulomb_shiftedForce
```

```
'ShiftedForceConvexity.shiftedForce_regular' depends on axioms: [propext, Classical.choice, Quot.sound]
'ShiftedForceConvexity.coulomb_shiftedForce' depends on axioms: [propext, Classical.choice, Quot.sound]
```

## Reading the Lean statements

`linearCutoff V c g r` is $W_g(r)$. The slope `g` is an energy derivative, so the force carries the opposite sign. `ConvexOn ℝ (Ioi 0) V` is convexity on $r>0$, and `HasDerivAt V m c` says that $V'(c)=m$. The criterion `linearCutoff_convexOn_iff` needs a derivative only at the cutoff, whereas `shiftedForce_regular` takes a function `V'` that is the derivative at every positive distance. `AntitoneOn` means nonincreasing.

In the proof, `linearCutoff_eq_min` replaces the case distinction by a minimum, and `secant_le` is the secant bound. `linearCutoff_antitoneOn` applies that bound to two minima. In the criterion, `hmid` is the midpoint inequality and `le_of_tendsto` takes the limit of slopes; in the other direction, `hmin` is $u\le w$ and `hsec` is the secant bound between them. `shiftedForce_regular` joins the one-sided derivatives at $c$ with `hl.union hr'`. `coulomb_shiftedForce` supplies the convexity of $1/r$ and clears denominators with `field_simp`.

## Limits of the radial model

The theorems concern exact real numbers and one distance. They give neither convexity in the Cartesian coordinates of the particles nor a bound on integration error. A continuous second derivative at $c$ is not claimed either, which matters for codes that build Hessians.

Convexity of $V$ is essential. For $V(r)=-r^2$ and $c=1$, the inner expression is

$$
-r^2+1+2(r-1)=-(r-1)^2,
$$

which is negative, increasing and not convex on $0<r<1$. Only differentiability survives.

The same argument works if $V$ is convex only on $(0,c]$, because $W$ never uses values beyond the cutoff: continue $V$ past $c$ by its tangent line. This admits the Lennard-Jones potential cut at its minimum, where $V'(c)=0$ and the shifted-force potential is the purely repulsive Weeks–Chandler–Andersen form. With a cutoff beyond the inflection point, Lennard-Jones no longer meets the convexity condition.
